# Current Between Two Leads of a Three-Lead Conductor Whose Third Lead Is a Voltage Probe

Suppose that a conductor has a source, a drain and a voltage probe, and that its conductance is read off from the direct transmission from the source into the drain alone. For a circulator that sends every carrier from the source into the probe and every carrier from the probe into the drain, this gives zero, although a current flows. The probe draws no net current, but it does absorb and re-emit carriers, and those that pass through it count towards the conductance. The correct formula adds their share to the direct transmission.

Number the source 0, the drain 1 and the probe 2. Let V_p be the voltage of lead p, and let T_pq be the transmission from lead q into lead p. The current that enters the conductor through lead p is

I_p = Σ_q T_pq (V_p − V_q),

with conductances in units of the conductance quantum. The transmissions obey the sum rule

Σ_q T_pq = Σ_q T_qp for every p,

which stands for the unitarity of the scattering matrix: the row and the column of each lead both add up to its number of channels. If T_20 + T_21 ≠ 0 and I_2 = 0, then

I_1 = (T_10 + T_12 T_20 / (T_20 + T_21)) (V_1 − V_0), I_0 = −I_1.

The condition I_2 = 0 describes an ideal voltmeter, and T_20 + T_21 ≠ 0 says that it is coupled to the conductor. For physical transmissions, which are not negative, the latter means that the sum is positive. In linear-response transport calculations for non-interacting electrons, such a probe serves as a simple model of phase-breaking scattering, and the formula gives the conductance that remains after one probe has been eliminated.

## Eliminating a floating lead

The elimination works for any finite number of leads. Let k be the probe and write

S = Σ_{q≠k} T_kq, with S ≠ 0.

The term q = k drops out of I_k, so

I_k = S V_k − Σ_{q≠k} T_kq V_q.

Hence I_k = 0 holds exactly when

V_k = (1/S) Σ_{q≠k} T_kq V_q.

The probe floats to the mean of the other voltages, weighted with the transmissions.

For the current in another lead p, split the voltage difference as V_p − V_q = (V_p − V_k) + (V_k − V_q), multiply by T_kq and sum over q ≠ k. The second part adds up to I_k = 0, which leaves

Σ_{q≠k} T_kq (V_p − V_q) = S (V_p − V_k).

Now separate the probe term in I_p and replace V_p − V_k:

I_p = Σ_{q≠k} T_pq (V_p − V_q) + T_pk (V_p − V_k)

= Σ_{q≠k} E_pq (V_p − V_q),

where

E_pq = T_pq + T_pk T_kq / S.

This is the original current law with the probe removed and with effective transmissions E_pq. They obey the sum rule again. For the rows,

Σ_{q≠k} E_pq = Σ_{q≠k} T_pq + T_pk S / S = Σ_q T_pq.

For the columns, the sum rule of lead k, with T_kk cancelled on both sides, gives Σ_{q≠k} T_qk = S, and therefore

Σ_{q≠k} E_qp = Σ_{q≠k} T_qp + S T_kp / S = Σ_q T_qp.

The two results agree by the sum rule of lead p.

## The three-lead formula and two consequences

With three leads and k = 2, S is T_20 + T_21 and the probe condition reads

T_20 (V_2 − V_0) + T_21 (V_2 − V_1) = 0.

Substituting V_2 − V_0 = (V_1 − V_0) − (V_1 − V_2) gives

V_1 − V_2 = (T_20 / S) (V_1 − V_0).

Inserted into I_1 = T_10 (V_1 − V_0) + T_12 (V_1 − V_2), this yields the formula for I_1. For I_0, sum the currents of all leads:

Σ_p I_p = Σ_p V_p (Σ_q T_pq − Σ_q T_qp) = 0.

Since I_2 = 0, it follows that I_0 = −I_1. Once the current law is taken in the form given above, only this last step uses the sum rule.

The factor in front of V_1 − V_0 is the two-terminal conductance. Exchanging source and drain turns it into T_01 + T_02 T_21 / S. To compare the two, use the sum rule of the probe in the form T_12 = S − T_02, together with T_21 = S − T_20:

T_12 T_20 − T_02 T_21 = (S − T_02) T_20 − T_02 (S − T_20) = S (T_20 − T_02).

The contributions through the probe thus differ by T_20 − T_02. The sum rule of lead 0, T_01 + T_02 = T_10 + T_20, shows that the direct contributions differ by the opposite amount. The conductance is unchanged, even when T is not symmetric.

If there is no direct transmission, T_01 = T_10 = 0, the sum rule of lead 1 gives T_12 = T_21. The conductance is then T_21 T_20 / (T_20 + T_21). If both transmissions are positive, its inverse is

1/T_20 + 1/T_21.

The two resistances add as they do for classical resistors in series.

## Leads, currents and the sum rule in Lean

The leads form an arbitrary finite type `ι`.

```lean
import Mathlib

open Finset

namespace VoltageProbe

noncomputable section

variable {ι : Type*} [Fintype ι] [DecidableEq ι]
```

A real matrix `T` holds the transmissions, a function `V` assigns a voltage to each lead, and `current T V p` is I_p. The diagonal entries, which describe reflection, are multiplied by zero.

```lean
/-- The current `I_p = ∑ T_pq (V_p - V_q)` entering through lead `p`, with conductances in units of
the conductance quantum. -/
def current (T : Matrix ι ι ℝ) (V : ι → ℝ) (p : ι) : ℝ :=
  ∑ q, T p q * (V p - V q)
```

The sum rule is a condition on this matrix. It is assumed wherever it is needed and is not derived from a scattering matrix. The entries need not be bounded by channel numbers, and only the series law below assumes that some of them are positive; the other theorems allow negative entries as well. The current law itself belongs to linear response: transmissions that depend on the applied voltages are not described.

```lean
/-- The sum rule: for each lead the row sum and the column sum of the transmissions agree. -/
def SumRule (T : Matrix ι ι ℝ) : Prop :=
  ∀ p, ∑ q, T p q = ∑ q, T q p
```

The quantity S is `probeTotal T k`. The index set `univ.erase k` contains all leads except k.

```lean
/-- The total transmission `∑ T_kq` into the probe `k` from all other leads `q`. -/
def probeTotal (T : Matrix ι ι ℝ) (k : ι) : ℝ :=
  ∑ q ∈ univ.erase k, T k q
```

The effective transmission E_pq is `effective T k p q`.

```lean
/-- The effective transmission: the direct part `T_pq` plus the part that passes through
the probe `k`. -/
def effective (T : Matrix ι ι ℝ) (k p q : ι) : ℝ :=
  T p q + T p k * T k q / probeTotal T k
```

The derivation repeatedly separates the probe term from a sum over all leads. The next lemma does this for any function on the leads.

```lean
/-- A sum over all leads is the sum over the leads other than `k` plus the term of `k`. -/
lemma sum_split (f : ι → ℝ) (k : ι) :
    ∑ q, f q = ∑ q ∈ univ.erase k, f q + f k :=
  (Finset.sum_erase_add univ f (mem_univ k)).symm
```

## The voltage of the probe and the effective current law

The first theorem is an equivalence: for nonzero S, the current in lead k vanishes if and only if V_k equals the weighted mean. The intermediate statement `h` is the expression I_k = S V_k − Σ_{q≠k} T_kq V_q, and the final rewriting solves it for V_k. No sum rule is involved.

```lean
/-- If the total transmission into lead `k` from the other leads is nonzero, the lead draws no
current exactly when its voltage is the mean of the other voltages, weighted with the transmissions
into it. -/
theorem probe_voltage (T : Matrix ι ι ℝ) (V : ι → ℝ) (k : ι) (hk : probeTotal T k ≠ 0) :
    current T V k = 0 ↔
      V k = (∑ q ∈ univ.erase k, T k q * V q) / probeTotal T k := by
  have h : current T V k
      = V k * probeTotal T k - ∑ q ∈ univ.erase k, T k q * V q := by
    unfold current probeTotal
    rw [sum_split _ k, sub_self, mul_zero, add_zero, Finset.mul_sum,
      ← Finset.sum_sub_distrib]
    exact Finset.sum_congr rfl (fun q _ => by ring)
  rw [h, eq_div_iff hk, sub_eq_zero]
```

The second theorem states that, when the probe draws no current, I_p is given by the effective transmissions and the voltages of the remaining leads. In its proof, `hz` is the probe condition without its vanishing diagonal term. The step `h1` is the split of V_p − V_q through V_k, and `h2` separates the direct part of E_pq from the part through the probe. The last lines cancel S and reassemble the full sum.

```lean
/-- When the probe `k` has nonzero total transmission and draws no current, the current in each lead
`p` is the sum of `E_pq (V_p - V_q)` over the leads `q` other than `k`, where `E_pq` are the
effective transmissions. -/
theorem current_eq_effective (T : Matrix ι ι ℝ) (V : ι → ℝ) (k : ι)
    (hk : probeTotal T k ≠ 0) (h0 : current T V k = 0) (p : ι) :
    current T V p = ∑ q ∈ univ.erase k, effective T k p q * (V p - V q) := by
  have hz : ∑ q ∈ univ.erase k, T k q * (V k - V q) = 0 := by
    have h := h0
    unfold current at h
    rw [sum_split _ k, sub_self, mul_zero, add_zero] at h
    exact h
  -- the probe condition fixes the voltage drop between lead `p` and the probe
  have h1 : ∑ q ∈ univ.erase k, T k q * (V p - V q) = probeTotal T k * (V p - V k) := by
    calc ∑ q ∈ univ.erase k, T k q * (V p - V q)
        = ∑ q ∈ univ.erase k, (T k q * (V k - V q) + T k q * (V p - V k)) :=
          Finset.sum_congr rfl (fun q _ => by ring)
      _ = probeTotal T k * (V p - V k) := by
          rw [Finset.sum_add_distrib, hz, zero_add, ← Finset.sum_mul]
          rfl
  -- separate direct transmission from transmission through the probe
  have h2 : ∑ q ∈ univ.erase k, effective T k p q * (V p - V q)
      = ∑ q ∈ univ.erase k, T p q * (V p - V q)
        + T p k / probeTotal T k * ∑ q ∈ univ.erase k, T k q * (V p - V q) := by
    rw [Finset.mul_sum, ← Finset.sum_add_distrib]
    exact Finset.sum_congr rfl (fun q _ => by unfold effective; ring)
  rw [h2, h1, ← mul_assoc, div_mul_cancel₀ _ hk]
  exact sum_split (fun q => T p q * (V p - V q)) k
```

The third theorem carries the sum rule over to the reduced set of leads. Here `hin` expresses that the column of the probe, like its row, adds up to S once the diagonal entry is removed. The statements `row` and `col` are the two sums computed by hand above, and the hypothesis `hT p` joins them.

```lean
/-- If the transmissions obey the sum rule and the probe has nonzero total transmission, the
effective transmissions among the leads other than the probe obey the sum rule again. -/
theorem effective_sumRule (T : Matrix ι ι ℝ) (hT : SumRule T) (k : ι)
    (hk : probeTotal T k ≠ 0) (p : ι) :
    ∑ q ∈ univ.erase k, effective T k p q = ∑ q ∈ univ.erase k, effective T k q p := by
  -- what enters the probe equals what leaves it
  have hin : ∑ q ∈ univ.erase k, T q k = probeTotal T k := by
    have e1 : ∑ q, T k q = ∑ q ∈ univ.erase k, T k q + T k k := sum_split _ k
    have e2 : ∑ q, T q k = ∑ q ∈ univ.erase k, T q k + T k k :=
      sum_split (fun q => T q k) k
    have e3 := hT k
    unfold probeTotal
    linarith
  have row : ∑ q ∈ univ.erase k, effective T k p q = ∑ q, T p q := by
    have e : ∑ q, T p q = ∑ q ∈ univ.erase k, T p q + T p k := sum_split _ k
    unfold effective
    rw [e, Finset.sum_add_distrib, ← Finset.sum_div, ← Finset.mul_sum]
    change _ + T p k * probeTotal T k / probeTotal T k = _
    rw [mul_div_assoc, div_self hk, mul_one]
  have col : ∑ q ∈ univ.erase k, effective T k q p = ∑ q, T q p := by
    have e : ∑ q, T q p = ∑ q ∈ univ.erase k, T q p + T k p :=
      sum_split (fun q => T q p) k
    unfold effective
    rw [e, Finset.sum_add_distrib, ← Finset.sum_div, ← Finset.sum_mul, hin,
      mul_div_assoc, mul_div_cancel₀ _ hk]
  rw [row, col, hT p]
```

## Three leads

The type `Fin 3` has the elements 0, 1 and 2, which are the lead numbers used here.

The theorem assumes the sum rule, a coupled probe (`hs`) and zero probe current (`h0`). Its conclusion has two parts, the formula for the current through the drain and the opposite current through the source. The proof writes all sums out as three terms and works directly with them, without going through the general elimination. The statement `hV` is the solved probe condition for V_1 − V_2, and multiplying it by T_12 gives the first part. For the second part, `linear_combination` weights each sum rule with the voltage of its lead and subtracts the probe condition, which is the conservation argument in a single line.

```lean
/-- Three leads with lead 2 as voltage probe: if the sum rule holds, `T_20 + T_21` is nonzero and
lead 2 draws no current, then `I_1 = (T_10 + T_12 T_20 / (T_20 + T_21)) (V_1 - V_0)` and `I_0 =
-I_1`. -/
theorem three_lead_probe (T : Matrix (Fin 3) (Fin 3) ℝ) (V : Fin 3 → ℝ) (hT : SumRule T)
    (hs : T 2 0 + T 2 1 ≠ 0) (h0 : current T V 2 = 0) :
    current T V 1 = (T 1 0 + T 1 2 * T 2 0 / (T 2 0 + T 2 1)) * (V 1 - V 0) ∧
      current T V 0 = -current T V 1 := by
  have r0 := hT 0
  have r1 := hT 1
  have r2 := hT 2
  simp only [current, Fin.sum_univ_three] at r0 r1 r2 h0 ⊢
  constructor
  · -- the voltage drop between lead 1 and the probe
    have hV : V 1 - V 2 = T 2 0 / (T 2 0 + T 2 1) * (V 1 - V 0) := by
      rw [div_mul_eq_mul_div, eq_div_iff hs]
      linear_combination -h0
    linear_combination T 1 2 * hV
  · -- current conservation from the sum rules
    linear_combination V 0 * r0 + V 1 * r1 + V 2 * r2 - h0
```

The exchange of source and drain concerns the transmissions only, so no voltages appear in the next statement. The transmissions stay fixed; a magnetic field, if there is one, is not reversed. The auxiliary equation `key` is the difference T_20 − T_02 between the two contributions through the probe, obtained from the sum rule of the probe. The sum rule of lead 0 then accounts for the direct transmissions.

```lean
/-- If the sum rule holds and `T_20 + T_21` is nonzero, the two-terminal conductance in the presence
of the probe is unchanged when source and drain are exchanged; the transmissions need not be
symmetric. -/
theorem conductance_exchange (T : Matrix (Fin 3) (Fin 3) ℝ) (hT : SumRule T)
    (hs : T 2 0 + T 2 1 ≠ 0) :
    T 1 0 + T 1 2 * T 2 0 / (T 2 0 + T 2 1)
      = T 0 1 + T 0 2 * T 2 1 / (T 2 0 + T 2 1) := by
  have r0 := hT 0
  have r2 := hT 2
  simp only [Fin.sum_univ_three] at r0 r2
  have key : T 1 2 * T 2 0 / (T 2 0 + T 2 1) - T 0 2 * T 2 1 / (T 2 0 + T 2 1)
      = T 2 0 - T 0 2 := by
    rw [← sub_div, div_eq_iff hs]
    linear_combination -T 2 0 * r2
  linear_combination key - r0
```

For the series law, both direct transmissions are assumed to vanish and both transmissions into the probe are assumed to be positive. The proof first obtains T_12 = T_21 from the sum rule of lead 1, as `h12`, and then inverts the remaining fraction.

```lean
/-- If the sum rule holds, there is no direct transmission between source and drain in either
direction, and `T_20` and `T_21` are positive, then the two-terminal resistance is the sum of the
resistances `1/T_20` and `1/T_21`. -/
theorem series_resistance (T : Matrix (Fin 3) (Fin 3) ℝ) (hT : SumRule T)
    (h01 : T 0 1 = 0) (h10 : T 1 0 = 0) (ha : 0 < T 2 0) (hb : 0 < T 2 1) :
    (T 1 0 + T 1 2 * T 2 0 / (T 2 0 + T 2 1))⁻¹ = (T 2 0)⁻¹ + (T 2 1)⁻¹ := by
  have r1 := hT 1
  simp only [Fin.sum_univ_three] at r1
  have h12 : T 1 2 = T 2 1 := by linear_combination r1 - h10 + h01
  have ha' := ha.ne'
  have hb' := hb.ne'
  rw [h10, h12, zero_add, inv_div]
  field_simp
  ring
```

## The circulator carries unit current

The circulator of the opening paragraph has the matrix below. Its nonzero entries are T_01, T_12 and T_20, all equal to 1, so carriers go from lead 0 to lead 2, from lead 2 to lead 1 and from lead 1 to lead 0.

```lean
/-- The transmissions of an ideal three-lead circulator. -/
def circulator : Matrix (Fin 3) (Fin 3) ℝ :=
  !![0, 1, 0; 0, 0, 1; 1, 0, 0]
```

With voltages (0, 1, 0), the probe sits at the voltage of lead 0, the only lead that feeds it, and draws no current. The direct transmission T_10 is zero, but the probe contributes T_12 T_20 / (T_20 + T_21) = 1, and the current through lead 1 is 1. In the exchanged direction the same conductance comes entirely from the direct transmission T_01. The last theorem confirms by evaluation that this example satisfies the assumptions of the three-lead formula and that its current is not zero.

```lean
/-- The circulator obeys the sum rule and its lead 2 is coupled; with voltages `0, 1, 0`, lead 2
draws no current and the current through lead 1 is 1. -/
theorem three_lead_probe_witness :
    SumRule circulator ∧ circulator 2 0 + circulator 2 1 ≠ 0 ∧
      current circulator ![0, 1, 0] 2 = 0 ∧ current circulator ![0, 1, 0] 1 = 1 := by
  refine ⟨?_, ?_, ?_, ?_⟩
  · intro p
    fin_cases p <;> simp [circulator, Fin.sum_univ_three]
  · simp [circulator]
  · simp [current, circulator, Fin.sum_univ_three]
  · simp [current, circulator, Fin.sum_univ_three]

end

end VoltageProbe
```

```lean
#print axioms VoltageProbe.probe_voltage
#print axioms VoltageProbe.three_lead_probe
#print axioms VoltageProbe.conductance_exchange
#print axioms VoltageProbe.series_resistance
```

```
'VoltageProbe.probe_voltage' depends on axioms: [propext, Classical.choice, Quot.sound]
'VoltageProbe.three_lead_probe' depends on axioms: [propext, Classical.choice, Quot.sound]
'VoltageProbe.conductance_exchange' depends on axioms: [propext, Classical.choice, Quot.sound]
'VoltageProbe.series_resistance' depends on axioms: [propext, Classical.choice, Quot.sound]
```
